# A matrix that commutes with Z on one qubit splits into two blocks, and its determinant factors

Take a single qubit and a complex matrix \(H\) with entries \(H_{st}\), \(s,t\in\{0,1\}\). With \(Z=\mathrm{diag}(1,-1)\), the upper right entry of \(HZ\) is \(-H_{01}\), and that of \(ZH\) is \(H_{01}\). If \(H\) commutes with \(Z\), the two agree, so \(H_{01}=0\); in the same way \(H_{10}=0\). What remains is \(H=\mathrm{diag}(H_{00},H_{11})\), with determinant \(H_{00}H_{11}\).

The physical problem is the same with more degrees of freedom. A qubit Hamiltonian has a conserved quantity with values \(\pm1\), such as the parity of the electron number, and one wants its energies from two smaller Hamiltonians, one for each value. Removing the qubit that carries the conserved value is called tapering. In electronic structure this halves the matrix dimension, for a finite matrix whose symmetry is already known.

The rest of the system has basis states \(i\) in a finite set `n` with \(d\) elements, which need not be a qubit register. The tapered qubit is the last tensor factor, so a basis state is a pair \((i,s)\) in `n × Fin 2`. Operators are matrices, and `⊗ₖ` is the Kronecker product.

In Lean 4 with Mathlib:

```lean
import Mathlib

open Matrix
open scoped Kronecker

namespace QubitTapering

noncomputable section

/-- The Pauli matrix `X`. -/
def pauliX : Matrix (Fin 2) (Fin 2) ℂ := !![0, 1; 1, 0]

/-- The Pauli matrix `Z`. -/
def pauliZ : Matrix (Fin 2) (Fin 2) ℂ := !![1, 0; 0, -1]
```

With the projectors \(P_0=\mathrm{diag}(1,0)\) and \(P_1=\mathrm{diag}(0,1)\), the block form is \(H_0\otimes P_0+H_1\otimes P_1\), written `sectorSum H0 H1`. The subscripts label the qubit state; \(H_0\) is not an unperturbed Hamiltonian.

```lean
/-- The projector `diag(1,0)` onto the qubit state with `Z = 1`. -/
def proj0 : Matrix (Fin 2) (Fin 2) ℂ := !![1, 0; 0, 0]

/-- The projector `diag(0,1)` onto the qubit state with `Z = -1`. -/
def proj1 : Matrix (Fin 2) (Fin 2) ℂ := !![0, 0; 0, 1]

/-- The operator that acts as `H0` when the last qubit has `Z = 1` and as `H1` when it
has `Z = -1`. -/
def sectorSum {n : Type*} (H0 H1 : Matrix n n ℂ) : Matrix (n × Fin 2) (n × Fin 2) ℂ :=
  H0 ⊗ₖ proj0 + H1 ⊗ₖ proj1
```

The blocks are unique: the entry between \((i,0)\) and \((j,0)\) is \((H_0)_{ij}\), and the entry between \((i,1)\) and \((j,1)\) is \((H_1)_{ij}\). The proof reads off these entries.

```lean
/-- The two sector operators are determined by the full operator. -/
theorem sectorSum_inj {n : Type*} {H0 H1 K0 K1 : Matrix n n ℂ} :
    sectorSum H0 H1 = sectorSum K0 K1 ↔ H0 = K0 ∧ H1 = K1 := by
  constructor
  · intro h
    constructor
    · ext i j
      have e := congrFun (congrFun h (i, 0)) (j, 0)
      simpa [sectorSum, proj0, proj1] using e
    · ext i j
      have e := congrFun (congrFun h (i, 1)) (j, 1)
      simpa [sectorSum, proj0, proj1] using e
  · rintro ⟨rfl, rfl⟩
    rfl
```

## H commutes with Z on the last qubit

Physically, \(H\) never flips the last qubit. Nothing else is asked of \(H\), not even that it be Hermitian.

Write \(z_0=1\) and \(z_1=-1\). Since \(1\otimes Z\) is diagonal with entries \(z_s\), comparing the two products entry by entry gives

\[
H_{(i,s),(j,t)}\,z_t=z_s\,H_{(i,s),(j,t)} .
\]

For \(s\neq t\) this says that a number equals its own negative, so it is zero. The entries with \(s=t=0\) form \(H_0\), and those with \(s=t=1\) form \(H_1\). Conversely, \(P_0Z=ZP_0\) and \(P_1Z=ZP_1\), so

\[
(H_s\otimes P_s)(1\otimes Z)=H_s\otimes P_sZ=H_s\otimes ZP_s=(1\otimes Z)(H_s\otimes P_s),
\]

and the sum over \(s\) commutes with \(1\otimes Z\) too.

```lean
variable {n : Type*} [DecidableEq n]

/-- The operator `1 ⊗ Z` is diagonal, and its entries are the signs of the last qubit. -/
theorem one_kron_pauliZ : (1 : Matrix n n ℂ) ⊗ₖ pauliZ =
    diagonal (fun p : n × Fin 2 => (![1, -1] : Fin 2 → ℂ) p.2) := by
  ext ⟨i, s⟩ ⟨j, t⟩
  by_cases h : i = j <;> fin_cases s <;> fin_cases t <;>
    simp [pauliZ, h]
```

In `commute_iff_sectorSum`, the hypothesis enters through `h01` and `h10`, which evaluate the commutation at one entry and solve \(-x=x\). The four cases for \(s,t\) then confirm the block form. For the converse, `c0` and `c1` are the two projector identities.

```lean
variable [Fintype n]

/-- An operator commutes with `Z` on the last qubit exactly when it is a sum of one
operator for each value of that `Z`. -/
theorem commute_iff_sectorSum (H : Matrix (n × Fin 2) (n × Fin 2) ℂ) :
    H * ((1 : Matrix n n ℂ) ⊗ₖ pauliZ) = ((1 : Matrix n n ℂ) ⊗ₖ pauliZ) * H ↔
      ∃ H0 H1 : Matrix n n ℂ, H = sectorSum H0 H1 := by
  constructor
  · intro h
    rw [one_kron_pauliZ] at h
    -- entries between opposite signs equal their own negatives
    have h01 : ∀ i j, H (i, 0) (j, 1) = 0 := by
      intro i j
      have e : H (i, 0) (j, 1) * (-1) = 1 * H (i, 0) (j, 1) := by
        have e' := congrFun (congrFun h (i, 0)) (j, 1)
        rw [Matrix.mul_diagonal, Matrix.diagonal_mul] at e'
        exact e'
      linear_combination (-1 / 2) * e
    have h10 : ∀ i j, H (i, 1) (j, 0) = 0 := by
      intro i j
      have e : H (i, 1) (j, 0) * 1 = (-1) * H (i, 1) (j, 0) := by
        have e' := congrFun (congrFun h (i, 1)) (j, 0)
        rw [Matrix.mul_diagonal, Matrix.diagonal_mul] at e'
        exact e'
      linear_combination (1 / 2) * e
    refine ⟨Matrix.of fun i j => H (i, 0) (j, 0), Matrix.of fun i j => H (i, 1) (j, 1), ?_⟩
    ext ⟨i, s⟩ ⟨j, t⟩
    fin_cases s <;> fin_cases t <;> simp [sectorSum, proj0, proj1, h01, h10]
  · rintro ⟨H0, H1, rfl⟩
    -- both projectors commute with `Z`
    have c0 : proj0 * pauliZ = pauliZ * proj0 := by
      ext i j
      fin_cases i <;> fin_cases j <;> simp [proj0, pauliZ, Matrix.mul_apply]
    have c1 : proj1 * pauliZ = pauliZ * proj1 := by
      ext i j
      fin_cases i <;> fin_cases j <;> simp [proj1, pauliZ, Matrix.mul_apply]
    simp only [sectorSum, add_mul, mul_add, ← Matrix.mul_kronecker_mul, mul_one, one_mul]
    rw [c0, c1]
```

Without commutation there is no block form, even for a Hermitian matrix: on a single qubit, \(X\) has zero diagonal and non-zero off-diagonal entries. Keeping only its diagonal would give determinant \(0\) instead of \(-1\).

For a matrix in block form, list all states with \(s=0\) first and then those with \(s=1\). Rows and columns are permuted alike, so the determinant does not change, and

\[
\det H=\det\begin{pmatrix}H_0&0\\0&H_1\end{pmatrix}=\det H_0\,\det H_1 .
\]

The proof identifies `sectorSum H0 H1` with Mathlib's `blockDiagonal` and uses its determinant formula.

```lean
/-- The determinant of a sum over the two sectors is the product of the sector
determinants. -/
theorem det_sectorSum (H0 H1 : Matrix n n ℂ) :
    (sectorSum H0 H1).det = H0.det * H1.det := by
  have e : sectorSum H0 H1 = Matrix.blockDiagonal ![H0, H1] := by
    ext ⟨i, s⟩ ⟨j, t⟩
    fin_cases s <;> fin_cases t <;>
      simp [sectorSum, proj0, proj1, Matrix.blockDiagonal_apply]
  rw [e, Matrix.det_blockDiagonal, Fin.prod_univ_two]
  rfl
```

The same comparison of entries works if the qubit is replaced by a system with \(m\) levels and \(Z\) by a diagonal matrix with distinct entries: \(H\) then has \(m\) blocks, and its determinant is the product of their determinants.

## A unitary rotates the symmetry to that Z

A conserved quantity \(\tau\) need not be \(Z\) on one qubit from the start. The hypothesis `hτ` says that \(U\tau U^\dagger=1\otimes Z\), and `hU` says that \(U\) is unitary, that is, a change of orthonormal basis. Together they make \(\tau\) a Hermitian operator with \(\tau^2=1\) whose eigenvalues \(+1\) and \(-1\) each occur \(d\) times.

By hand, \(U^\dagger U=1\) gives

\[
(UHU^\dagger)(U\tau U^\dagger)=UH\tau U^\dagger,\qquad
(U\tau U^\dagger)(UHU^\dagger)=U\tau HU^\dagger .
\]

If \(H\tau=\tau H\), the right-hand sides agree, so \(UHU^\dagger\) commutes with \(1\otimes Z\). If they agree, multiplying by \(U^\dagger\) on the left and \(U\) on the right returns \(H\tau=\tau H\). The criterion for \(1\otimes Z\) then gives the two sectors. In the proof, `key` is the product rule and `back` undoes the rotation; `hτ` is used to replace \(1\otimes Z\) by \(U\tau U^\dagger\).

```lean
/-- Qubit tapering: let a unitary `U` rotate `τ` to `Z` on the last qubit. Then `H` commutes
with `τ` exactly when the rotated `H` is a sum of one operator for each value of that `Z`. -/
theorem qubit_tapering (U τ H : Matrix (n × Fin 2) (n × Fin 2) ℂ)
    (hU : U ∈ Matrix.unitaryGroup (n × Fin 2) ℂ)
    (hτ : U * τ * Uᴴ = (1 : Matrix n n ℂ) ⊗ₖ pauliZ) :
    H * τ = τ * H ↔ ∃ H0 H1 : Matrix n n ℂ, U * H * Uᴴ = sectorSum H0 H1 := by
  have h1 : Uᴴ * U = 1 := Matrix.mem_unitaryGroup_iff'.mp hU
  -- conjugation by `U` respects products and can be undone
  have key : ∀ A B, (U * A * Uᴴ) * (U * B * Uᴴ) = U * (A * B) * Uᴴ := by
    intro A B
    calc (U * A * Uᴴ) * (U * B * Uᴴ) = U * A * (Uᴴ * U) * B * Uᴴ := by noncomm_ring
      _ = U * (A * B) * Uᴴ := by rw [h1]; noncomm_ring
  have back : ∀ A, Uᴴ * (U * A * Uᴴ) * U = A := by
    intro A
    calc Uᴴ * (U * A * Uᴴ) * U = (Uᴴ * U) * A * (Uᴴ * U) := by noncomm_ring
      _ = A := by rw [h1, one_mul, mul_one]
  rw [← commute_iff_sectorSum, ← hτ, key, key]
  constructor
  · intro h
    rw [h]
  · intro h
    rw [← back (H * τ), h, back]
```

Without `hτ`, being Hermitian with \(\tau^2=1\) is not enough. Take \(\tau=1\) and \(U=1\) on a single qubit: \(X\) commutes with \(\tau\) but is not diagonal.

Invertibility of \(U\) is not enough in place of `hU`. On a single qubit, take

\[
U=\begin{pmatrix}1&1\\0&1\end{pmatrix},\qquad \tau=U^{-1}Z(U^\dagger)^{-1},\qquad H=1 .
\]

Then `hτ` holds and \(H\) commutes with \(\tau\), but \(UHU^\dagger=UU^\dagger\) has off-diagonal entries \(1\).

## The rotated Hamiltonian equals its two sectors

For the energies, the hypothesis `h` states that \(UHU^\dagger=H_0\otimes P_0+H_1\otimes P_1\). It ties the two small Hamiltonians to the large one, and `qubit_tapering` supplies such a pair whenever \(H\) commutes with \(\tau\). The characteristic determinant is the characteristic polynomial evaluated at a complex number \(\mu\). Since \(UU^\dagger=1\), we have \(\det U\,\det U^\dagger=1\), and therefore

\[
\begin{aligned}
\det(\mu-H)&=\det U\,\det(\mu-H)\,\det U^\dagger=\det(\mu-UHU^\dagger)\\
&=\det\bigl((\mu-H_0)\otimes P_0+(\mu-H_1)\otimes P_1\bigr)\\
&=\det(\mu-H_0)\,\det(\mu-H_1).
\end{aligned}
\]

The second line uses \(P_0+P_1=1\). So the eigenvalues of \(H\), with algebraic multiplicity, are those of \(H_0\) together with those of \(H_1\). In the proof, `e` carries the shift by \(\mu\) through the rotation, `shift` moves it into the sectors, and `d` is the relation between the determinants of \(U\) and \(U^\dagger\).

```lean
/-- If a unitary `U` brings `H` to a sum over two sectors, the characteristic determinant
of `H` is the product of those of the sector operators. -/
theorem tapered_charDet (U H : Matrix (n × Fin 2) (n × Fin 2) ℂ) (H0 H1 : Matrix n n ℂ)
    (hU : U ∈ Matrix.unitaryGroup (n × Fin 2) ℂ)
    (h : U * H * Uᴴ = sectorSum H0 H1) (μ : ℂ) :
    (μ • 1 - H).det = (μ • 1 - H0).det * (μ • 1 - H1).det := by
  have h2 : U * Uᴴ = 1 := Matrix.mem_unitaryGroup_iff.mp hU
  have shift : μ • 1 - sectorSum H0 H1 = sectorSum (μ • 1 - H0) (μ • 1 - H1) := by
    ext ⟨i, s⟩ ⟨j, t⟩
    fin_cases s <;> fin_cases t <;> simp [sectorSum, proj0, proj1, Matrix.one_apply]
  have e : U * (μ • 1 - H) * Uᴴ = μ • 1 - sectorSum H0 H1 := by
    rw [← h, mul_sub, sub_mul, mul_smul_comm, mul_one, smul_mul_assoc, h2]
  have d : U.det * Uᴴ.det = 1 := by rw [← Matrix.det_mul, h2, Matrix.det_one]
  rw [← det_sectorSum, ← shift, ← e, Matrix.det_mul, Matrix.det_mul]
  linear_combination (-(μ • 1 - H).det) * d
```

Without `h`, the matrices \(H_0\) and \(H_1\) have nothing to do with \(H\). Without unitarity the energies can be rescaled: for \(U=2\cdot1\), the sectors hold \(4H\) instead of \(H\).

## Two spins with conserved parity

Two qubits with occupations \(i\) and \(s\) have parity \(Z\otimes Z\). The CNOT gate \(C=P_0\otimes1+P_1\otimes X\) replaces \(s\) by \(i+s\) modulo 2, so the second qubit stores the total parity. This is the parity encoding of two modes.

```lean
/-- The CNOT gate with the first qubit as control and the second as target. -/
def cnot : Matrix (Fin 2 × Fin 2) (Fin 2 × Fin 2) ℂ := proj0 ⊗ₖ 1 + proj1 ⊗ₖ pauliX

/-- The CNOT gate is Hermitian. -/
theorem cnot_conjTranspose : cnotᴴ = cnot := by
  ext ⟨i, s⟩ ⟨j, t⟩
  fin_cases i <;> fin_cases s <;> fin_cases j <;> fin_cases t <;>
    simp [cnot, proj0, proj1, pauliX, Matrix.conjTranspose_apply]
```

The gate is Hermitian and squares to one, hence it is unitary, and \(C(Z\otimes Z)C^\dagger=1\otimes Z\). Both `hU` and `hτ` therefore hold for \(U=C\) and \(\tau=Z\otimes Z\). The proof checks all sixteen entries.

```lean
/-- The CNOT gate is unitary and turns the two-qubit parity `Z ⊗ Z` into `Z` on the
second qubit. -/
theorem qubit_tapering_witness : cnot ∈ Matrix.unitaryGroup (Fin 2 × Fin 2) ℂ ∧
    cnot * (pauliZ ⊗ₖ pauliZ) * cnotᴴ = (1 : Matrix (Fin 2) (Fin 2) ℂ) ⊗ₖ pauliZ := by
  constructor
  · rw [Matrix.mem_unitaryGroup_iff, Matrix.star_eq_conjTranspose, cnot_conjTranspose]
    ext ⟨i, s⟩ ⟨j, t⟩
    fin_cases i <;> fin_cases s <;> fin_cases j <;> fin_cases t <;>
      simp [cnot, proj0, proj1, pauliX, Matrix.mul_apply, Fintype.sum_prod_type,
        Matrix.one_apply]
  · rw [cnot_conjTranspose]
    ext ⟨i, s⟩ ⟨j, t⟩
    fin_cases i <;> fin_cases s <;> fin_cases j <;> fin_cases t <;>
      simp [cnot, proj0, proj1, pauliX, pauliZ, Matrix.mul_apply, Fintype.sum_prod_type,
        Matrix.one_apply]
```

Now take two coupled spins in fields \(b\) and \(c\), with Hamiltonian \(a\,X\otimes X+b\,Z\otimes1+c\,1\otimes Z\). Under the rotation, \(X\otimes X\) becomes \(X\otimes1\), \(Z\otimes1\) stays as it is, and \(1\otimes Z\) becomes \(Z\otimes Z\). The result is

\[
a\,X\otimes1+b\,Z\otimes1+c\,Z\otimes Z .
\]

Setting the last \(Z\) to \(+1\) or \(-1\) leaves \(aX+(b+c)Z\) or \(aX+(b-c)Z\). The theorem allows complex coefficients; real ones give a Hermitian Hamiltonian. Its proof is again a comparison of entries.

```lean
/-- CNOT turns the two-qubit Hamiltonian `a X⊗X + b Z⊗1 + c 1⊗Z` into the one-qubit
Hamiltonians `a X + (b + c) Z` and `a X + (b - c) Z`, one for each sector. -/
theorem two_qubit_tapering (a b c : ℂ) :
    cnot * (a • (pauliX ⊗ₖ pauliX) + b • (pauliZ ⊗ₖ 1) + c • (1 ⊗ₖ pauliZ)) * cnotᴴ =
      sectorSum (a • pauliX + (b + c) • pauliZ) (a • pauliX + (b - c) • pauliZ) := by
  rw [cnot_conjTranspose]
  ext ⟨i, s⟩ ⟨j, t⟩
  fin_cases i <;> fin_cases s <;> fin_cases j <;> fin_cases t <;>
    simp [cnot, sectorSum, proj0, proj1, pauliX, pauliZ, Matrix.mul_apply,
      Fintype.sum_prod_type, Matrix.one_apply] <;> ring

end

end QubitTapering
```

```lean
#print axioms QubitTapering.sectorSum_inj
-- 'QubitTapering.sectorSum_inj' depends on axioms: [propext, Classical.choice, Quot.sound]
#print axioms QubitTapering.qubit_tapering
-- 'QubitTapering.qubit_tapering' depends on axioms: [propext, Classical.choice, Quot.sound]
#print axioms QubitTapering.tapered_charDet
-- 'QubitTapering.tapered_charDet' depends on axioms: [propext, Classical.choice, Quot.sound]
#print axioms QubitTapering.two_qubit_tapering
-- 'QubitTapering.two_qubit_tapering' depends on axioms: [propext, Classical.choice, Quot.sound]
```

In the limit \(a=0\) the sectors have energies \(\pm(b+c)\) and \(\pm(b-c)\), which are the four energies of two uncoupled spins.

For a molecule, the qubit Hamiltonian \(H\) must first be built, by choosing a finite set of orbitals, computing the integrals and mapping fermions to qubits. The theorems take \(H\) as given, and likewise the symmetry \(\tau\) and the unitary \(U\) where they appear; they do not say how to find them.
